# The norm of an excited state built from shape-invariant partners

## Partner Hamiltonians and the raised state

In supersymmetric quantum mechanics a Hamiltonian is factorised as \(H_0=A_0^\dagger A_0\), and its partner is \(A_0A_0^\dagger\). The potential is shape-invariant when the partner is, up to an additive constant, a Hamiltonian \(H_1=A_1^\dagger A_1\) of the same family with a changed parameter. Repeating the step gives a chain \(H_0,H_1,\dots,H_n\). For a particle in one dimension, if every \(H_k\) in the chain has a normalisable ground state annihilated by \(A_k\), the \(n\)-th excited state of \(H_0\) is obtained by raising the ground state \(\varphi\) of \(H_n\). The question is how long the resulting vector is, since its normalisation constant depends on that.

Write \(B_k\) for \(A_k^\dagger\), and take inner products to be conjugate-linear in the first argument. For \(k<n\) the conditions are

\[
\langle A_ku,v\rangle=\langle u,B_kv\rangle,\qquad A_kB_k=B_{k+1}A_{k+1}+R_k,\qquad R_k\in\mathbb R,
\]

together with \(A_n\varphi=0\). The constant \(R_k\) is the energy shift between the partner of \(H_k\) and the next Hamiltonian \(H_{k+1}\). Define

\[
\chi_k=B_kB_{k+1}\cdots B_{n-1}\varphi,\qquad \chi_n=\varphi,\qquad G_k=R_k+\dots+R_{n-1},\qquad G_n=0.
\]

In the setting just described, the excited state is \(\chi_0\). The algebraic conditions do not by themselves make \(\chi_0\) an excited state, but they do give

\[
\|\chi_0\|^2=\|\varphi\|^2\prod_{j=0}^{n-1}G_j .
\]

For \(n=0\) the product is empty and the state is \(\varphi\) itself.

For one particle in one coordinate with an exactly shape-invariant potential, such as the Morse model of a diatomic vibration, this reduces the normalisation of an excited state to the single integral \(\|\varphi\|^2\). It can also check a numerical construction of that state by raising operators, provided the result has not been rescaled.

## One lowering operator, one factor

The first step is the lowering relation \(A_k\chi_k=G_k\chi_{k+1}\) for \(k<n\), proved from the inner end of the chain outwards. At \(k=n-1\),

\[
A_{n-1}B_{n-1}\varphi=B_nA_n\varphi+R_{n-1}\varphi=R_{n-1}\varphi=G_{n-1}\chi_n .
\]

If the relation holds at \(k+1\), then

\[
\begin{aligned}
A_k\chi_k&=A_kB_k\chi_{k+1}=B_{k+1}A_{k+1}\chi_{k+1}+R_k\chi_{k+1}\\
&=G_{k+1}B_{k+1}\chi_{k+2}+R_k\chi_{k+1}=(G_{k+1}+R_k)\chi_{k+1}=G_k\chi_{k+1}.
\end{aligned}
\]

The adjoint relation now turns this factor into a ratio of squared norms. Since \(G_k\) is real,

\[
\|\chi_k\|^2=\langle B_k\chi_{k+1},B_k\chi_{k+1}\rangle=\langle A_kB_k\chi_{k+1},\chi_{k+1}\rangle=G_k\|\chi_{k+1}\|^2 .
\]

Multiplying these equalities for \(k=0,\dots,n-1\) gives the norm formula. It follows that \(\chi_0\ne0\) exactly when \(\varphi\neq0\) and every \(G_j\) with \(j<n\) is non-zero. In that case the ratios also show that every \(G_j\) is positive, and the normalised state is

\[
\frac{\chi_0}{\|\varphi\|\sqrt{G_0G_1\cdots G_{n-1}}}.
\]

The lowering relation also gives the energy. For \(n\ge1\), applying \(B_0\) to \(A_0\chi_0=G_0\chi_1\) yields

\[
B_0A_0\chi_0=G_0\chi_0,
\]

and for \(n=0\) both sides vanish. This is the algebraic core of Gendenshtein's theorem on shape-invariant spectra; that such levels exhaust the bound states is a separate analytic question. The eigenvalue equation is a one-line consequence of the lemma `lowering` below, but it is not stated there as a theorem.

## Morse remainders

In units where \(\hbar\), twice the mass and the range of the potential are all 1, the Morse chain has \(A_k=\frac{d}{dx}+(a-k)-e^{-x}\) and

\[
R_k=(a-k)^2-(a-k-1)^2 .
\]

The sum telescopes:

\[
G_j=(a-j)^2-(a-n)^2=(n-j)(2a-n-j).
\]

In particular, for \(n<a\), \(G_0=a^2-(a-n)^2\) is the energy of level \(n\) above the ground state. Because \(\prod_{j<n}(n-j)=n!\),

\[
\|\chi_0\|^2=\|\varphi\|^2\,n!\prod_{j=0}^{n-1}(2a-n-j).
\]

For \(j\le n-1\) the last factor is at least \(2a-2n+1\), which is positive when \(n<a+\tfrac12\). A non-zero \(\varphi\) then gives a non-zero excited state. This is weaker than the bound-state condition \(n<a\), which is what makes the solution of \(A_n\varphi=0\) square-integrable; in the theorems it enters through the assumption that \(\varphi\) is a vector of the space.

## The chain as a Lean structure

```lean
import Mathlib

open scoped InnerProductSpace

namespace ShapeInvariantNorm

noncomputable section

variable {E : Type*} [NormedAddCommGroup E] [InnerProductSpace ℂ E]
```

The space `E` is a complex inner-product space that need not be complete. It stands for a common domain of smooth, decaying wave functions that all the operators map into itself. On such a space an adjoint is not automatically available, so `B` is a separate family, tied to `A` by a hypothesis.

```lean
/-- A chain of `n` supersymmetric partner steps: `B k` is the adjoint of `A k`, and the partner
Hamiltonian `A k * B k` equals the next Hamiltonian `B (k+1) * A (k+1)` plus the real constant
`R k`, for all `k < n`. -/
structure Chain (A B : ℕ → E →ₗ[ℂ] E) (R : ℕ → ℝ) (n : ℕ) : Prop where
  adj : ∀ k < n, ∀ u v : E, ⟪A k u, v⟫_ℂ = ⟪u, B k v⟫_ℂ
  shape : ∀ k < n, ∀ u : E, A k (B k u) = B (k + 1) (A (k + 1) u) + (R k : ℂ) • u
```

`Chain A B R n` collects the two conditions for \(k<n\): `adj` is the adjoint relation and `shape` is shape invariance. The type `ℕ → ℝ` makes the remainders real, and the cast `(R k : ℂ)` lets them multiply vectors. The condition \(A_n\varphi=0\) is not part of the structure; each theorem that needs it takes it as `hφ`.

To apply the results to a concrete potential, one must still show that its differential operators preserve a suitable space containing \(\varphi\), with vanishing boundary terms in the integration by parts.

```lean
/-- The state `B k (B (k+1) (... (B (k+m-1) φ)))`, built from `φ` by `m` raising operators. -/
def ladder (B : ℕ → E →ₗ[ℂ] E) : ℕ → ℕ → E → E
  | _, 0, φ => φ
  | k, m + 1, φ => B k (ladder B (k + 1) m φ)
```

Here `ladder B k m φ` applies \(m\) raising operators, the outermost being \(B_k\). When \(k+m=n\) it is \(\chi_k\), so `ladder B 0 n φ` is the excited state, left unnormalised.

```lean
/-- The sum of remainders `R j + ... + R (n-1)`. -/
def gap (R : ℕ → ℝ) (j n : ℕ) : ℝ := ∑ i ∈ Finset.Ico j n, R i
```

The name `gap` denotes the partial sum \(G_j\), for which \(H_j\chi_j=G_j\chi_j\). When \(\chi_j\ne0\) and the ground-state energy of \(H_j\) is zero, it is the excitation energy of \(\chi_j\). It is not in general the spacing between neighbouring levels. `Finset.Ico j n` contains \(j\) and excludes \(n\).

```lean
theorem gap_succ (R : ℕ → ℝ) {k n : ℕ} (hk : k < n) :
    gap R k n = R k + gap R (k + 1) n :=
  Finset.sum_eq_sum_Ico_succ_bot hk R
```

This lemma is \(G_k=R_k+G_{k+1}\), used each time the chain grows by one operator.

## Lowering and norm ratios

```lean
variable {A B : ℕ → E →ₗ[ℂ] E} {R : ℕ → ℝ} {n : ℕ} {φ : E}

/-- Lowering relation: for a chain of `n` steps whose `A n` annihilates `φ`, and for `k < n`, `A k`
removes the outermost raising operator from `B k ... B (n-1) φ` and leaves the factor
`R k + ... + R (n-1)`. -/
theorem lowering (h : Chain A B R n) (hφ : A n φ = 0) : ∀ m k : ℕ, k + m + 1 = n →
    A k (ladder B k (m + 1) φ) = ((gap R k n : ℝ) : ℂ) • ladder B (k + 1) m φ := by
  intro m
  induction m with
  | zero =>
    intro k hk
    have hkn : k + 1 = n := by omega
    have hs := h.shape k (by omega) φ
    rw [hkn, hφ, map_zero, zero_add] at hs
    have hg : gap R k n = R k := by
      rw [gap_succ R (by omega : k < n), hkn]
      simp [gap]
    rw [hg]
    exact hs
  | succ m ih =>
    intro k hk
    -- shape invariance passes the lowering operator one step inwards
    have hi := ih (k + 1) (by omega)
    have hs := h.shape k (by omega) (ladder B (k + 1) (m + 1) φ)
    rw [hi, map_smul] at hs
    rw [gap_succ R (by omega : k < n), Complex.ofReal_add, add_smul]
    exact hs.trans (add_comm _ _)
```

The theorem `lowering` states \(A_k\chi_k=G_k\chi_{k+1}\), with \(m+1\) raising operators and \(k+m+1=n\). The induction is on \(m\), with \(k\) left general because the longer chain starting at \(k\) calls on the shorter one starting at \(k+1\).

In the `zero` case, `hs` is shape invariance applied to \(\varphi\), and `hφ` removes the term \(B_nA_n\varphi\). In the `succ` case, `hi` is the relation at \(k+1\), and `map_smul` takes its scalar through \(B_{k+1}\). The two multiples of \(\chi_{k+1}\) are then combined by `gap_succ` and `add_smul`.

```lean
/-- In a chain of `n` steps with `k < n`, if `A k (B k w) = c • w` with `c` real, then raising `w`
with `B k` multiplies its squared norm by `c`. -/
theorem raise_norm_sq (h : Chain A B R n) {k : ℕ} (hk : k < n) {c : ℝ} {w : E}
    (hw : A k (B k w) = (c : ℂ) • w) : ‖B k w‖ ^ 2 = c * ‖w‖ ^ 2 := by
  have hn : ∀ x : E, (⟪x, x⟫_ℂ).re = ‖x‖ ^ 2 := fun x => inner_self_eq_norm_sq (𝕜 := ℂ) x
  have h1 := h.adj k hk (B k w) w
  rw [hw, inner_smul_left, Complex.conj_ofReal] at h1
  have h2 := congrArg Complex.re h1
  rw [Complex.re_ofReal_mul, hn, hn] at h2
  exact h2.symm
```

This is the norm calculation for a general vector \(w\) with \(A_kB_kw=cw\) and \(c\) real. The adjoint relation is used with \(u=B_kw\) and \(v=w\). `inner_smul_left` brings out the conjugate of \(c\), which `Complex.conj_ofReal` identifies with \(c\). Taking real parts converts the inner products into squared norms.

```lean
/-- Squared norm of the partially raised state `B k ... B (n-1) φ`, for a chain of `n` steps whose
`A n` annihilates `φ`: each raising operator `B j` contributes the factor `R j + ... + R (n-1)`. -/
theorem norm_sq_partial (h : Chain A B R n) (hφ : A n φ = 0) : ∀ m k : ℕ, k + m = n →
    ‖ladder B k m φ‖ ^ 2 = ‖φ‖ ^ 2 * ∏ j ∈ Finset.Ico k n, gap R j n := by
  intro m
  induction m with
  | zero =>
    intro k hk
    have hkn : k = n := by omega
    rw [hkn]
    simp [ladder]
  | succ m ih =>
    intro k hk
    have hr := raise_norm_sq h (by omega : k < n) (w := ladder B (k + 1) m φ)
      (lowering h hφ m k (by omega))
    rw [Finset.prod_eq_prod_Ico_succ_bot (by omega : k < n)]
    calc ‖ladder B k (m + 1) φ‖ ^ 2
        = gap R k n * ‖ladder B (k + 1) m φ‖ ^ 2 := hr
      _ = _ := by rw [ih (k + 1) (by omega)]; ring
```

The second induction multiplies the ratios. For \(k+m=n\) it gives \(\|\chi_k\|^2=\|\varphi\|^2\prod_{j=k}^{n-1}G_j\). With no raising operators the product is empty. Otherwise `hr` supplies the factor \(G_k\) from the two preceding theorems, and the induction hypothesis supplies the rest.

```lean
/-- Norm formula: for a chain of `n` steps whose `A n` annihilates `φ`, the squared norm of
`B 0 ... B (n-1) φ` is that of `φ` times the product over `j < n` of `R j + ... + R (n-1)`. -/
theorem norm_sq_excited (h : Chain A B R n) (hφ : A n φ = 0) :
    ‖ladder B 0 n φ‖ ^ 2 = ‖φ‖ ^ 2 * ∏ j ∈ Finset.range n, gap R j n := by
  rw [Finset.range_eq_Ico]
  exact norm_sq_partial h hφ n 0 (by omega)
```

Setting \(k=0\) gives the norm formula for the full excited state.

```lean
/-- For a chain of `n` steps whose `A n` annihilates `φ`, the state `B 0 ... B (n-1) φ` is non-zero
exactly when `φ` is non-zero and none of the sums `R j + ... + R (n-1)` with `j < n` vanishes. -/
theorem excited_ne_zero_iff (h : Chain A B R n) (hφ : A n φ = 0) :
    ladder B 0 n φ ≠ 0 ↔ φ ≠ 0 ∧ ∀ j < n, gap R j n ≠ 0 := by
  have hz : ladder B 0 n φ ≠ 0 ↔ ‖ladder B 0 n φ‖ ^ 2 ≠ 0 := by simp
  rw [hz, norm_sq_excited h hφ]
  simp [Finset.prod_eq_zero_iff]
```

A vector is non-zero exactly when its squared norm is, and a finite product vanishes exactly when one of its factors does. These two facts turn the norm formula into the criterion for a non-zero state.

## The Morse norm in Lean

```lean
/-- The remainders `(a-k)^2 - (a-k-1)^2` of the Morse chain whose lowering operators are
`d/dx + (a-k) - exp(-x)`. -/
def morseRemainder (a : ℝ) (k : ℕ) : ℝ := (a - k) ^ 2 - (a - k - 1) ^ 2
```

With the factorisation above, the potential is \(e^{-2x}-(2a+1)e^{-x}+a^2\), so the parameter often written \(\lambda\) in textbooks is \(a+\tfrac12\). Only the remainders are defined here; the operators remain abstract.

```lean
/-- The Morse remainders from `j` to `n-1` add up to `(a-j)^2 - (a-n)^2`, for `j ≤ n`. -/
theorem morse_gap (a : ℝ) {j n : ℕ} (hjn : j ≤ n) :
    gap (morseRemainder a) j n = (a - j) ^ 2 - (a - n) ^ 2 := by
  induction n, hjn using Nat.le_induction with
  | base => simp [gap]
  | succ n hn ih =>
    have hs : gap (morseRemainder a) j (n + 1)
        = gap (morseRemainder a) j n + morseRemainder a n := Finset.sum_Ico_succ_top hn _
    rw [hs, ih, morseRemainder]
    push_cast
    ring
```

The telescoping sum is proved by induction on the upper limit, starting at \(n=j\), where both sides are zero. Each step adds the top remainder, and `ring` checks the cancellation of the squares.

```lean
theorem prod_sub_eq_factorial (n : ℕ) :
    ∏ j ∈ Finset.range n, ((n : ℝ) - j) = (Nat.factorial n : ℝ) := by
  induction n with
  | zero => simp
  | succ n ih =>
    rw [Finset.prod_range_succ', Nat.factorial_succ]
    push_cast
    simp only [add_sub_add_right_eq_sub, sub_zero, ih]
    ring
```

This is \(\prod_{j<n}(n-j)=n!\). In the inductive step the first factor is \(n+1\), and shifting the index in the others leaves the product for \(n\).

```lean
/-- For a chain of `n` steps with Morse remainders, and `φ` annihilated by `A n`, the squared norm
of `B 0 ... B (n-1) φ` is that of `φ` times `n!` times the product over `j < n` of `2a - n - j`. -/
theorem morse_norm_sq {a : ℝ} (h : Chain A B (morseRemainder a) n) (hφ : A n φ = 0) :
    ‖ladder B 0 n φ‖ ^ 2
      = ‖φ‖ ^ 2 * (Nat.factorial n * ∏ j ∈ Finset.range n, (2 * a - n - j)) := by
  rw [norm_sq_excited h hφ, ← prod_sub_eq_factorial, ← Finset.prod_mul_distrib]
  congr 1
  refine Finset.prod_congr rfl fun j hj => ?_
  rw [morse_gap a (Finset.mem_range.mp hj).le]
  ring
```

The general norm formula is rewritten with the factorial as a product, and the two products are merged. It then remains to compare factors: `morse_gap` gives each \(G_j\), and `ring` verifies \((a-j)^2-(a-n)^2=(n-j)(2a-n-j)\).

```lean
/-- For a chain of `n` steps with Morse remainders and `n < a + 1/2`, and a non-zero `φ` annihilated
by `A n`, the state `B 0 ... B (n-1) φ` does not vanish. -/
theorem morse_ne_zero {a : ℝ} (h : Chain A B (morseRemainder a) n) (hφ : A n φ = 0)
    (h0 : φ ≠ 0) (hn : (n : ℝ) < a + 1 / 2) : ladder B 0 n φ ≠ 0 := by
  refine (excited_ne_zero_iff h hφ).2 ⟨h0, fun j hj => ?_⟩
  have hj' : (j : ℝ) + 1 ≤ n := by exact_mod_cast hj
  have hpos : 0 < ((n : ℝ) - j) * (2 * a - n - j) := mul_pos (by linarith) (by linarith)
  have e : (a - j) ^ 2 - (a - n) ^ 2 = ((n : ℝ) - j) * (2 * a - n - j) := by ring
  rw [morse_gap a hj.le, e]
  exact hpos.ne'
```

The criterion for a non-zero state asks that no \(G_j\) vanish. From \(j+1\le n\) and \(n<a+\tfrac12\), both factors of \(G_j\) are positive, which is `hpos`.

## A two-level chain with explicit numbers

The hypotheses can be checked on a finite example with \(a=26\) and \(n=2\). It shares the Morse remainders \(R_0=51\) and \(R_1=49\), but it is a matrix model and not a Morse oscillator.

```lean
/-- The two-level operator sending `(x, y)` to `(p y, q x)`. -/
def swap (p q : ℝ) : EuclideanSpace ℂ (Fin 2) →ₗ[ℂ] EuclideanSpace ℂ (Fin 2) where
  toFun v := !₂[(p : ℂ) * v 1, (q : ℂ) * v 0]
  map_add' u v := by
    ext i
    fin_cases i <;> simp [mul_add]
  map_smul' c v := by
    ext i
    fin_cases i <;> simp [mul_left_comm]
```

`swap p q` exchanges the two components and weights them by real amplitudes; it is unrelated to the two-qubit gate of that name. Exchanging `p` and `q` gives the adjoint.

```lean
/-- The upper amplitudes 10, 25, 0 of the two-level chain. -/
def up (k : ℕ) : ℝ := if k = 0 then 10 else if k = 1 then 25 else 0

/-- The lower amplitudes 26, 7, 24 of the two-level chain. -/
def low (k : ℕ) : ℝ := if k = 0 then 26 else if k = 1 then 7 else 24
```

Write \(p_k\) for `up k` and \(q_k\) for `low k`. The operator \(A_kB_k\) is diagonal with entries \(p_k^2,q_k^2\), while \(B_{k+1}A_{k+1}\) has entries \(q_{k+1}^2,p_{k+1}^2\). Shape invariance therefore requires

\[
p_k^2=q_{k+1}^2+R_k,\qquad q_k^2=p_{k+1}^2+R_k .
\]

For \(k=0\) these read \(100=49+51\) and \(676=625+51\); for \(k=1\) they read \(625=576+49\) and \(49=0+49\).

```lean
/-- The two-level operators with amplitudes `up k` and `low k` form a chain of two steps with the
Morse remainders for `a = 26`, and the last lowering operator annihilates the vector `(0, 1)`. -/
theorem chain_witness :
    Chain (fun k => swap (up k) (low k)) (fun k => swap (low k) (up k)) (morseRemainder 26) 2 ∧
      swap (up 2) (low 2) !₂[0, 1] = 0 := by
  refine ⟨⟨fun k _ u v => ?_, fun k hk u => ?_⟩, ?_⟩
  · simp [swap, PiLp.inner_apply, Fin.sum_univ_two]
    ring
  · interval_cases k <;> ext i <;> fin_cases i <;>
      simp [swap, up, low, morseRemainder] <;> ring
  · ext i
    fin_cases i <;> simp [swap, up, low]

end

end ShapeInvariantNorm
```

The proof expands the inner product for the adjoint relation, then checks shape invariance for \(k=0,1\) component by component, with `interval_cases` listing the two values. The last part uses \(p_2=0\).

By hand, \(B_1\) sends \((0,1)\) to \((7,0)\), and \(B_0\) sends that to \((0,70)\). The squared norm \(4900\) agrees with \(G_0G_1=100\cdot49\) and with the Morse expression \(2!\cdot50\cdot49\). Dividing by \(70\) gives the normalised state \((0,1)\). Here \(H_0=B_0A_0\) is diagonal with entries \(676,100\), so this state is the ground state of \(H_0\) and not an excited one: the example tests the algebra only.

```lean
#print axioms ShapeInvariantNorm.norm_sq_excited
-- 'ShapeInvariantNorm.norm_sq_excited' depends on axioms: [propext, Classical.choice, Quot.sound]
#print axioms ShapeInvariantNorm.morse_norm_sq
-- 'ShapeInvariantNorm.morse_norm_sq' depends on axioms: [propext, Classical.choice, Quot.sound]
#print axioms ShapeInvariantNorm.morse_ne_zero
-- 'ShapeInvariantNorm.morse_ne_zero' depends on axioms: [propext, Classical.choice, Quot.sound]
```
